# Error bound for the quasi-steady value of an intermediate with first-order loss and bounded production drift

For a short-lived intermediate with first-order loss, a kinetics code can replace the differential equation by a division: the concentration $x(t)$ is set to $f(t)/k$, where $f$ is the production rate and $k$ the first-order loss constant. The error of this step is bounded as follows. If $x' = f(t) - kx$ with $k>0$, and $|f'(t)|\le M$ for all $t\ge 0$, then

$$\left|x(t)-\frac{f(t)}{k}\right| \le \left|x(0)-\frac{f(0)}{k}\right|e^{-kt}+\frac{M}{k^2},\qquad t\ge 0.$$

The constant $M$ limits how fast the supply of the intermediate may change, for instance through consumption of its precursor.

## Choosing which species to eliminate

Eliminating the species also removes the stability limit that its loss rate $k$ puts on an explicit integrator. For one intermediate with constant $k$, the bound gives two checks: $M/k^2$ should lie below the tolerated concentration error, and the initial transient should have decayed. If the initial deviation is at most $d>0$ and the transient may contribute $\varepsilon>0$, the second check holds for all $t\ge0$ with $t\ge\ln(d/\varepsilon)/k$, the induction time. The total error is then at most $\varepsilon+M/k^2$, so the tolerance is met if this sum does not exceed it.

## Relaxation against a drifting target

Let $e(t)=x(t)-f(t)/k$. Then

$$e' = f-kx-\frac{f'}{k} = -ke-\frac{f'}{k}.$$

Multiplication by $e^{kt}$ removes the relaxation term:

$$\left(e^{kt}e(t)\right)'=-\frac{e^{kt}f'(t)}{k},\qquad \left|\left(e^{kt}e(t)\right)'\right|\le\frac{M}{k}e^{kt}.$$

The function $B(t)=|e(0)|+\frac{M}{k^2}(e^{kt}-1)$ starts at $|e(0)|$ and has derivative $\frac{M}{k}e^{kt}$. Hence $|e^{kt}e(t)|\le B(t)$, and division by $e^{kt}$ gives the sharper estimate

$$|e(t)|\le|e(0)|e^{-kt}+\frac{M}{k^2}\left(1-e^{-kt}\right).$$

Since $M\ge|f'(0)|\ge0$, omitting $-\frac{M}{k^2}e^{-kt}$ can only enlarge the right-hand side, which gives the first bound. For the induction time, $t\ge\ln(d/\varepsilon)/k$ means $e^{-kt}\le\varepsilon/d$, so $|e(0)|e^{-kt}\le\varepsilon$.

**A linear ramp gives equality.** Take $f(t)=a+Mt$ with $M\ge0$, and start a distance $d\ge0$ below the quasi-steady value. The solution has

$$e(t)=-\left[d\,e^{-kt}+\frac{M}{k^2}\left(1-e^{-kt}\right)\right].$$

Substitution gives $e'=\left(kd-\frac{M}{k}\right)e^{-kt}=-ke-\frac{M}{k}$, as required. The bracket is nonnegative and $|e(0)|=d$, so the sharper estimate is an equality at every $t\ge0$.

**Consecutive reactions.** For A → I → P with rate constants $k_1,k_2>0$, initial amount $a_0\ge0$ of A and no I, the supply of I is $f(t)=k_1a_0e^{-k_1t}$. Then $|f'(t)|=k_1^2a_0e^{-k_1t}\le k_1^2a_0$ and $|e(0)|=a_0k_1/k_2$, so

$$|e(t)|\le a_0\frac{k_1}{k_2}e^{-k_2t}+a_0\left(\frac{k_1}{k_2}\right)^2.$$

The last term stays constant while the estimate $f/k_2$ decays, so at late times this bound says little about the relative error.

**Decaying drift.** When $|f'(t)|\le Me^{-\lambda t}$ with $\lambda\ne k$, the same argument gives

$$|e(t)|\le|e(0)|e^{-kt}+\frac{M}{k}\,\frac{e^{-\lambda t}-e^{-kt}}{k-\lambda}.$$

For the consecutive reactions with $a_0>0$ and $k_1<k_2$, take $k=k_2$, $\lambda=k_1$ and $M=k_1^2a_0$. The bound divided by $f/k_2$ then tends to $k_1/(k_2-k_1)$, so it does limit the error relative to the estimate $f/k_2$ at late times. For $k_1>k_2$ it does not, and the error relative to $f/k_2$ itself grows without limit. The Lean file contains neither this variant nor the next example.

**Unbounded drift.** Take $k=1$, $f(t)=t^2$ and $x(t)=t^2-2t+2$. Then $x'=2t-2=f-x$, but the magnitude of $e(t)=2-2t$ grows without limit. No constant can replace $M/k^2$ here, although the loss is first-order and the concentration stays positive.

## The Lean file

```lean
import Mathlib

open Set

namespace QuasiSteadyState

noncomputable section

/-- The rate equation `x' = f(t) - k x` of an intermediate `x` for times `t ≥ 0`, with production
rate `f` and first-order consumption constant `k`. -/
def IsIntermediate (k : ℝ) (f x : ℝ → ℝ) : Prop :=
  ∀ t, 0 ≤ t → HasDerivWithinAt x (f t - k * x t) (Ici 0) t

/-- The deviation of the intermediate from its quasi-steady value `f(t) / k`. -/
def qssError (k : ℝ) (f x : ℝ → ℝ) (t : ℝ) : ℝ := x t - f t / k

/-- The deviation relaxes at rate `k` and is driven by the drift of the production rate:
`e' = -k e - f' / k`. -/
theorem qssError_deriv {k : ℝ} (hk : 0 < k) {f f' x : ℝ → ℝ} (hx : IsIntermediate k f x)
    (hf : ∀ t, 0 ≤ t → HasDerivWithinAt f (f' t) (Ici 0) t) {t : ℝ} (ht : 0 ≤ t) :
    HasDerivWithinAt (qssError k f x) (-k * qssError k f x t - f' t / k) (Ici 0) t := by
  have h := (hx t ht).sub ((hf t ht).div_const k)
  have hc : k * (f t / k) = f t := by field_simp
  refine h.congr_deriv ?_
  unfold qssError
  linear_combination -hc

/-- If the production rate changes no faster than `M`, the deviation is at most the decayed initial
deviation plus `(M / k²) (1 - exp (-k t))`. -/
theorem qssError_le_sharp {k M : ℝ} (hk : 0 < k) {f f' x : ℝ → ℝ} (hx : IsIntermediate k f x)
    (hf : ∀ t, 0 ≤ t → HasDerivWithinAt f (f' t) (Ici 0) t)
    (hM : ∀ t, 0 ≤ t → |f' t| ≤ M) {t : ℝ} (ht : 0 ≤ t) :
    |qssError k f x t| ≤ |qssError k f x 0| * Real.exp (-(k * t))
      + M / k ^ 2 * (1 - Real.exp (-(k * t))) := by
  have hexp : ∀ s : ℝ, HasDerivAt (fun s => Real.exp (k * s)) (Real.exp (k * s) * k) s :=
    fun s => (((hasDerivAt_id' s).const_mul k).exp).congr_deriv (by ring)
  -- the integrating factor removes the relaxation term
  have hg : ∀ s, 0 ≤ s → HasDerivWithinAt (fun s => Real.exp (k * s) * qssError k f x s)
      (-(Real.exp (k * s) * f' s / k)) (Ici 0) s := fun s hs =>
    ((hexp s).hasDerivWithinAt.mul (qssError_deriv hk hx hf hs)).congr_deriv (by ring)
  have hB : ∀ s : ℝ, HasDerivAt
      (fun s => |qssError k f x 0| + M / k ^ 2 * (Real.exp (k * s) - 1))
      (M / k * Real.exp (k * s)) s := fun s =>
    ((((hexp s).sub_const 1).const_mul (M / k ^ 2)).const_add _).congr_deriv (by field_simp)
  -- compare the growth of the weighted deviation with that of the explicit bound
  have key : ‖Real.exp (k * t) * qssError k f x t‖
      ≤ |qssError k f x 0| + M / k ^ 2 * (Real.exp (k * t) - 1) := by
    refine image_norm_le_of_norm_deriv_right_le_deriv_boundary (a := 0) (b := t)
      (f := fun s => Real.exp (k * s) * qssError k f x s)
      (f' := fun s => -(Real.exp (k * s) * f' s / k))
      (B := fun s => |qssError k f x 0| + M / k ^ 2 * (Real.exp (k * s) - 1))
      (B' := fun s => M / k * Real.exp (k * s))
      (fun s hs => (hg s hs.1).continuousWithinAt.mono Icc_subset_Ici_self)
      (fun s hs => (hg s hs.1).mono (Ici_subset_Ici.2 hs.1))
      (by simp) hB ?_ ⟨ht, le_refl t⟩
    intro s hs
    have hfs := hM s hs.1
    rw [norm_neg, Real.norm_eq_abs, abs_div, abs_mul, abs_of_pos (Real.exp_pos _),
      abs_of_pos hk]
    calc Real.exp (k * s) * |f' s| / k ≤ Real.exp (k * s) * M / k := by gcongr
      _ = M / k * Real.exp (k * s) := by ring
  rw [Real.norm_eq_abs, abs_mul, abs_of_pos (Real.exp_pos _)] at key
  have hE : Real.exp (-(k * t)) * Real.exp (k * t) = 1 := by
    rw [← Real.exp_add, neg_add_cancel, Real.exp_zero]
  calc |qssError k f x t|
      = Real.exp (-(k * t)) * (Real.exp (k * t) * |qssError k f x t|) := by
        rw [← mul_assoc, hE, one_mul]
    _ ≤ Real.exp (-(k * t)) *
        (|qssError k f x 0| + M / k ^ 2 * (Real.exp (k * t) - 1)) :=
        mul_le_mul_of_nonneg_left key (Real.exp_pos _).le
    _ = _ := by linear_combination (M / k ^ 2) * hE

/-- Error bound of the steady-state approximation: if the production rate changes no faster than
`M`, the intermediate differs from `f(t) / k` by at most the exponentially decayed initial deviation
plus `M / k²`. -/
theorem steady_state_error_bound {k M : ℝ} (hk : 0 < k) {f f' x : ℝ → ℝ}
    (hx : IsIntermediate k f x)
    (hf : ∀ t, 0 ≤ t → HasDerivWithinAt f (f' t) (Ici 0) t)
    (hM : ∀ t, 0 ≤ t → |f' t| ≤ M) {t : ℝ} (ht : 0 ≤ t) :
    |x t - f t / k| ≤ |x 0 - f 0 / k| * Real.exp (-(k * t)) + M / k ^ 2 := by
  have h := qssError_le_sharp hk hx hf hM ht
  unfold qssError at h
  have hM0 : 0 ≤ M := (abs_nonneg _).trans (hM 0 le_rfl)
  have hp : 0 ≤ M / k ^ 2 * Real.exp (-(k * t)) := by positivity
  linarith [mul_sub (M / k ^ 2) 1 (Real.exp (-(k * t)))]

/-- Induction time: if the production rate changes no faster than `M` and the initial deviation is
at most `d`, then at every time `t ≥ 0` with `t ≥ log (d / ε) / k` the deviation is at most `ε + M /
k²`. -/
theorem error_after_induction_time {k M d ε : ℝ} (hk : 0 < k) (hd : 0 < d) (hε : 0 < ε)
    {f f' x : ℝ → ℝ} (hx : IsIntermediate k f x)
    (hf : ∀ t, 0 ≤ t → HasDerivWithinAt f (f' t) (Ici 0) t)
    (hM : ∀ t, 0 ≤ t → |f' t| ≤ M) (h0 : |x 0 - f 0 / k| ≤ d)
    {t : ℝ} (ht : 0 ≤ t) (hind : Real.log (d / ε) / k ≤ t) :
    |x t - f t / k| ≤ ε + M / k ^ 2 := by
  have h := steady_state_error_bound hk hx hf hM ht
  have h1 : Real.log (d / ε) ≤ t * k := (div_le_iff₀ hk).1 hind
  have h2 : d / ε ≤ Real.exp (t * k) := (Real.log_le_iff_le_exp (div_pos hd hε)).1 h1
  have h3 : d ≤ Real.exp (t * k) * ε := (div_le_iff₀ hε).1 h2
  have hE : Real.exp (t * k) * Real.exp (-(k * t)) = 1 := by
    rw [← Real.exp_add, mul_comm t k, add_neg_cancel, Real.exp_zero]
  -- the initial transient has decayed below the tolerance
  have h4 : |x 0 - f 0 / k| * Real.exp (-(k * t)) ≤ ε := by
    calc |x 0 - f 0 / k| * Real.exp (-(k * t))
        ≤ (Real.exp (t * k) * ε) * Real.exp (-(k * t)) :=
          mul_le_mul_of_nonneg_right (h0.trans h3) (Real.exp_pos _).le
      _ = ε := by linear_combination ε * hE
  linarith

/-- An intermediate fed at the linearly growing rate `a + M t`, starting a distance `d` below its
quasi-steady value. -/
def rampIntermediate (k a M d t : ℝ) : ℝ :=
  (a + M * t) / k - (d * Real.exp (-(k * t)) + M / k ^ 2 * (1 - Real.exp (-(k * t))))

/-- The ramp-fed intermediate solves the rate equation and attains equality in the sharper error
bound at every time `t ≥ 0`. -/
theorem ramp_attains_bound {k M d : ℝ} (a : ℝ) (hk : 0 < k) (hM : 0 ≤ M) (hd : 0 ≤ d) :
    IsIntermediate k (fun t => a + M * t) (rampIntermediate k a M d) ∧
    ∀ t, 0 ≤ t → |qssError k (fun t => a + M * t) (rampIntermediate k a M d) t|
      = |qssError k (fun t => a + M * t) (rampIntermediate k a M d) 0| * Real.exp (-(k * t))
        + M / k ^ 2 * (1 - Real.exp (-(k * t))) := by
  constructor
  · intro t _
    have he : HasDerivAt (fun s => Real.exp (-(k * s))) (-(k * Real.exp (-(k * t)))) t :=
      (((hasDerivAt_id' t).const_mul k).fun_neg.exp).congr_deriv (by ring)
    have h := ((((hasDerivAt_id' t).const_mul M).const_add a).div_const k).sub
      ((he.const_mul d).add ((he.const_sub 1).const_mul (M / k ^ 2)))
    refine (h.congr_deriv ?_).hasDerivWithinAt
    simp only [rampIntermediate]
    field_simp
    ring
  · intro t ht
    have q : ∀ s, qssError k (fun t => a + M * t) (rampIntermediate k a M d) s
        = -(d * Real.exp (-(k * s)) + M / k ^ 2 * (1 - Real.exp (-(k * s)))) := by
      intro s
      simp only [qssError, rampIntermediate]
      ring
    have q0 : qssError k (fun t => a + M * t) (rampIntermediate k a M d) 0 = -d := by
      rw [q]; simp
    have h1 : 0 ≤ 1 - Real.exp (-(k * t)) :=
      sub_nonneg.2 (Real.exp_le_one_iff.2 (neg_nonpos.2 (mul_nonneg hk.le ht)))
    have hp : 0 ≤ d * Real.exp (-(k * t)) + M / k ^ 2 * (1 - Real.exp (-(k * t))) := by
      positivity
    rw [q t, q0, abs_neg, abs_neg, abs_of_nonneg hd, abs_of_nonneg hp]

/-- Consecutive first-order reactions A → I → P with initial amount `a₀` of A and no I: the
steady-state estimate of I errs by at most `a₀ (k₁/k₂) exp (-k₂ t) + a₀ (k₁/k₂)²`. -/
theorem consecutive_reactions_error {k₁ k₂ a₀ : ℝ} (hk₁ : 0 < k₁) (hk₂ : 0 < k₂) (ha : 0 ≤ a₀)
    {x : ℝ → ℝ} (hx : IsIntermediate k₂ (fun t => k₁ * a₀ * Real.exp (-(k₁ * t))) x)
    (hx0 : x 0 = 0) {t : ℝ} (ht : 0 ≤ t) :
    |x t - k₁ * a₀ * Real.exp (-(k₁ * t)) / k₂|
      ≤ a₀ * (k₁ / k₂) * Real.exp (-(k₂ * t)) + a₀ * (k₁ / k₂) ^ 2 := by
  have hf : ∀ s, 0 ≤ s → HasDerivWithinAt (fun t => k₁ * a₀ * Real.exp (-(k₁ * t)))
      (-(k₁ ^ 2 * a₀ * Real.exp (-(k₁ * s)))) (Ici 0) s := fun s _ =>
    (((((hasDerivAt_id' s).const_mul k₁).fun_neg.exp).const_mul (k₁ * a₀)).congr_deriv
      (by ring)).hasDerivWithinAt
  -- the supply of I changes fastest at the start
  have hM : ∀ s, 0 ≤ s → |-(k₁ ^ 2 * a₀ * Real.exp (-(k₁ * s)))| ≤ k₁ ^ 2 * a₀ := by
    intro s hs
    have hp : 0 ≤ k₁ ^ 2 * a₀ * Real.exp (-(k₁ * s)) := by positivity
    rw [abs_neg, abs_of_nonneg hp]
    exact mul_le_of_le_one_right (by positivity)
      (Real.exp_le_one_iff.2 (neg_nonpos.2 (mul_nonneg hk₁.le hs)))
  have h := steady_state_error_bound hk₂ hx hf hM ht
  have h0 : |x 0 - k₁ * a₀ * Real.exp (-(k₁ * 0)) / k₂| = a₀ * (k₁ / k₂) := by
    have hp : 0 ≤ k₁ * a₀ * 1 / k₂ := by positivity
    rw [hx0, mul_zero, neg_zero, Real.exp_zero, zero_sub, abs_neg, abs_of_nonneg hp]
    ring
  beta_reduce at h
  rw [h0] at h
  exact h.trans (le_of_eq (by ring))

end

end QuasiSteadyState
```

```lean
#print axioms QuasiSteadyState.steady_state_error_bound
-- 'QuasiSteadyState.steady_state_error_bound' depends on axioms: [propext, Classical.choice, Quot.sound]
#print axioms QuasiSteadyState.error_after_induction_time
-- 'QuasiSteadyState.error_after_induction_time' depends on axioms: [propext, Classical.choice, Quot.sound]
#print axioms QuasiSteadyState.ramp_attains_bound
-- 'QuasiSteadyState.ramp_attains_bound' depends on axioms: [propext, Classical.choice, Quot.sound]
#print axioms QuasiSteadyState.consecutive_reactions_error
-- 'QuasiSteadyState.consecutive_reactions_error' depends on axioms: [propext, Classical.choice, Quot.sound]
```

## A given supply along an exact trajectory

`IsIntermediate k f x` is the rate equation for $t\ge0$. `HasDerivWithinAt … (Ici 0) t` means the ordinary derivative for $t>0$ and the right-hand derivative at $t=0$; values at negative times play no part. The function `f'` is tied to `f` by hypothesis `hf` and bounded by `hM`; it need not be continuous. All quantities are real numbers without units, and concentrations are not required to be nonnegative.

`qssError_deriv` is the equation for $e'$. In `qssError_le_sharp`, `hg` applies the integrating factor, `hB` differentiates $B$, and `key` compares the two through a Mathlib theorem that bounds a function by bounding its right derivative. This avoids integrating $f'$. The final `calc` multiplies by $e^{-kt}$. `steady_state_error_bound` omits the nonpositive term, and `error_after_induction_time` turns the logarithmic condition into an exponential one.

`ramp_attains_bound` proves both that the explicit function solves the rate equation and that it attains equality. `consecutive_reactions_error` bounds the drift, evaluates the initial deviation and applies the general theorem; the exponential decay of A enters as a given formula.

For use in a code, three limits matter:

- The supply $f$ is a given function of time. If it depends on other species, the bound refers to their exact concentrations. It does not control the error that accumulates when those species are themselves propagated with the approximation.
- The loss is linear with constant $k$. Self-reaction of the intermediate, or a loss partner whose concentration changes, is not covered.
- The solution $x$ is exact. Time-step and rounding errors come in addition. The theorems assume that $M$ bounds $|f'(t)|$ at all $t\ge0$; a maximum over sampled times may miss a faster change between them.
